# Hard-wall BenDaniel-Duke levels for the mass 1/x² on [1, b]: E = 1/8 + n²π²/(2 log(b)²)

An electron is confined between hard walls at $x=1$ and $x=b>1$, and its effective mass falls across the layer as $m(x)=1/x^2$. Its wave function $\psi$ obeys the BenDaniel-Duke equation

$$-\tfrac12\,\bigl(x^2\psi'\bigr)'=E\,\psi,\qquad \psi(1)=\psi(b)=0 .$$

A nonzero real $C^2$ solution exists exactly when

$$E=\frac18+\frac{n^2\pi^2}{2\log(b)^2}\quad\text{for some integer } n\ge 1,$$

and every such solution is a nonzero multiple of $\sin(n\pi\log x/\log b)/\sqrt x$. Here $\log$ is the natural logarithm. The normalised mode has the prefactor $\sqrt{2/\log b}$.

Units are $\hbar=1$, with length measured by the position of the left wall and mass by its value there. If the left wall is at $a$ and the mass there is $m_0$, energies are in units of $\hbar^2/(m_0a^2)$. The varying mass stands for a composition graded along the growth direction; the band edge is taken as flat, so all of $E$ is kinetic.

## The logarithmic grid in a graded-mass solver

For this one-band, hard-wall model, the result gives the subband energies at zero in-plane wave vector, which an envelope-function code approximates. The change of variables behind it can also be used to set up such a calculation. With $t=\log x$ and $u=\sqrt x\,\psi$, the equation becomes

$$-\tfrac12\,\frac{d^2u}{dt^2}+\tfrac18\,u=E\,u .$$

Take $N$ interior points $t_j=j\delta$ with $\delta=\log b/(N+1)$. The three-point formula gives a tridiagonal matrix with $1/\delta^2+1/8$ on the diagonal and $-1/(2\delta^2)$ beside it. Each of its diagonals is constant, although the mass changes by a factor $b^2$ across the layer. After diagonalisation, $\psi_j=u_j/\sqrt{x_j}$ with $x_j=e^{t_j}$. For $b=e$ the lowest exact energy is $1/8+\pi^2/2\approx5.06$.

A shooting code can work instead with the pair $\psi$ and $J=\psi'/m=x^2\psi'$, integrating $\psi'=J/x^2$ and $J'=-2E\psi$ from the left wall. The derivation below starts from this pair.

## From the wave equation to the quantised phase

**A system with constant coefficients.** Set $u=\sqrt x\,\psi$ and $p=\sqrt x\,(J/x+\psi/2)$. Since $J=x^2\psi'$,

$$x u'=\sqrt x\,\bigl(x\psi'+\tfrac12\psi\bigr)=p .$$

Differentiating $p$ and using $J'=-2E\psi$ gives

$$x p'=\sqrt x\left(\frac{J}{2x}+\frac{\psi}{4}-2E\psi-\frac{J}{x}+\frac{J}{2x}\right)=\bigl(\tfrac14-2E\bigr)u .$$

**No mode at or below 1/8.** Suppose $E\le 1/8$. Then

$$(up)'=\frac{p^2+(\frac14-2E)u^2}{x}\ge 0 .$$

So $up$ is nondecreasing. It vanishes at both walls because $u$ does, and is therefore zero throughout. Hence $(u^2)'=2up/x=0$, so $u^2$ keeps its wall value, zero. This contradicts $\psi\neq0$, and so $E>1/8$.

**The form of the solution.** Let $k>0$ satisfy $k^2=2E-\frac14$. This $k$ is a dimensionless wave number in $\log x$, not a Bloch wave vector. Fix $x$ in the layer, let $y$ vary, and write $\theta=k\log y-k\log x$. The combination

$$A(y)=k\,u(y)\cos\theta-p(y)\sin\theta$$

has derivative

$$A'(y)=-\frac{\bigl(k^2+\frac14-2E\bigr)\,u(y)\sin\theta}{y}=0,$$

since the terms containing $p\cos\theta$ cancel. Comparing $y=x$ with $y=1$, where $u=0$, gives

$$k\,u(x)=p(1)\sin(k\log x).$$

**The right wall.** If $p(1)$ were zero, $\psi$ would vanish everywhere, so $p(1)\ne0$. At $x=b$ this leaves $\sin(k\log b)=0$, hence $k\log b=n\pi$. The integer $n$ is positive because $k$ and $\log b$ are. Then $E=1/8+k^2/2$ is the stated energy, and $\psi=C\sin(k\log x)/\sqrt x$ with $C=p(1)/k$.

**The converse.** For $\psi=\sin(k\log x)/\sqrt x$,

$$J=x^2\psi'=\sqrt x\,\bigl(k\cos(k\log x)-\tfrac12\sin(k\log x)\bigr),$$

$$J'=-\frac{(k^2+\frac14)\sin(k\log x)}{\sqrt x}=-2\Bigl(\frac18+\frac{k^2}{2}\Bigr)\psi .$$

With $k=n\pi/\log b$ both wall conditions hold. The function is nonzero at $x=e^{\log b/(2n)}$, where the phase is $\pi/2$.

## The Lean source

```lean
import Mathlib

open Set
open scoped Real

namespace BenDanielDukeLogWell

noncomputable section

/-- The position-dependent effective mass `m(x) = 1/x²`, for `x ≠ 0`. -/
def mass (x : ℝ) : ℝ := 1 / x ^ 2

/-- A bound mode of energy `E` on the layer `[1, b]`: a real C² wave function `ψ` with flux
`J = ψ'/m` that solves `-J'/2 = E ψ`, vanishes at both walls and is not identically zero. -/
structure IsMode (b E : ℝ) (ψ J : ℝ → ℝ) : Prop where
  smooth : ContDiffOn ℝ 2 ψ (Icc 1 b)
  wave : ∀ x ∈ Icc 1 b, HasDerivWithinAt ψ (mass x * J x) (Icc 1 b) x
  flux : ∀ x ∈ Icc 1 b, HasDerivWithinAt J (-(2 * E * ψ x)) (Icc 1 b) x
  at_one : ψ 1 = 0
  at_b : ψ b = 0
  nonzero : ∃ x ∈ Icc 1 b, ψ x ≠ 0

/-- The rescaled wave function `u = √x ψ`. -/
def envelope (ψ : ℝ → ℝ) (x : ℝ) : ℝ := √x * ψ x

/-- The combination `p = √x (J/x + ψ/2)` of flux and wave function, for `x > 0`. -/
def envelopeSlope (ψ J : ℝ → ℝ) (x : ℝ) : ℝ := √x * (J x * x⁻¹ + ψ x / 2)

/-- The wave `sin(k log x)/√x`, for `x > 0`. -/
def mode (k x : ℝ) : ℝ := Real.sin (k * Real.log x) / √x

/-- The function `√x (k cos(k log x) - sin(k log x)/2)`, for `x > 0`. -/
def modeFlux (k x : ℝ) : ℝ :=
  √x * (k * Real.cos (k * Real.log x) - Real.sin (k * Real.log x) / 2)

/-- For `x > 0` the square root has derivative `√x/(2x)`. -/
theorem sqrt_deriv {x : ℝ} (hx : 0 < x) : HasDerivAt Real.sqrt (√x / (2 * x)) x := by
  refine (Real.hasDerivAt_sqrt hx.ne').congr_deriv ?_
  rw [div_eq_div_iff (by positivity) (by positivity)]
  linear_combination (-2) * Real.mul_self_sqrt hx.le

/-- A quantity whose derivative vanishes throughout the layer keeps its value at the left wall. -/
theorem conserved {b : ℝ} (hb : 1 < b) {f : ℝ → ℝ}
    (hf : ∀ x ∈ Icc 1 b, HasDerivWithinAt f 0 (Icc 1 b) x) : ∀ x ∈ Icc 1 b, f x = f 1 :=
  constant_of_derivWithin_zero (fun x hx => (hf x hx).differentiableWithinAt)
    (fun x hx => (hf x (Ico_subset_Icc_self hx)).derivWithin
      (uniqueDiffOn_Icc hb x (Ico_subset_Icc_self hx)))

/-- For a bound mode, `u` and `p` obey `x u' = p` and `x p' = (1/4 - 2E) u`. -/
theorem envelope_system {b E : ℝ} {ψ J : ℝ → ℝ} (h : IsMode b E ψ J) {x : ℝ}
    (hx : x ∈ Icc 1 b) :
    HasDerivWithinAt (envelope ψ) (envelopeSlope ψ J x / x) (Icc 1 b) x ∧
    HasDerivWithinAt (envelopeSlope ψ J) ((1 / 4 - 2 * E) * envelope ψ x / x) (Icc 1 b) x := by
  have hx0 : 0 < x := by linarith [hx.1]
  have hs := (sqrt_deriv hx0).hasDerivWithinAt (s := Icc 1 b)
  have hi := (hasDerivAt_inv hx0.ne').hasDerivWithinAt (s := Icc 1 b)
  have hψ := h.wave x hx
  constructor
  · refine (hs.fun_mul hψ).congr_deriv ?_
    simp only [envelopeSlope, mass]
    ring
  · refine (hs.fun_mul (((h.flux x hx).fun_mul hi).fun_add (hψ.div_const 2))).congr_deriv ?_
    simp only [envelope, mass]
    ring

/-- For `b > 1`, every bound mode has energy above `1/8`. -/
theorem energy_gt {b E : ℝ} {ψ J : ℝ → ℝ} (hb : 1 < b) (h : IsMode b E ψ J) : 1 / 8 < E := by
  by_contra hE
  have hE' : E ≤ 1 / 8 := not_lt.mp hE
  have hl : envelope ψ 1 = 0 := by rw [envelope, h.at_one, mul_zero]
  have hr : envelope ψ b = 0 := by rw [envelope, h.at_b, mul_zero]
  have hd : ∀ x ∈ Icc 1 b, HasDerivWithinAt (fun y => envelope ψ y * envelopeSlope ψ J y)
      ((envelopeSlope ψ J x ^ 2 + (1 / 4 - 2 * E) * envelope ψ x ^ 2) / x) (Icc 1 b) x :=
    fun x hx => ((envelope_system h hx).1.fun_mul (envelope_system h hx).2).congr_deriv (by ring)
  -- u p is nondecreasing and vanishes at both walls, hence everywhere
  have hmono : MonotoneOn (fun y => envelope ψ y * envelopeSlope ψ J y) (Icc 1 b) := by
    refine monotoneOn_of_deriv_nonneg (convex_Icc 1 b)
      (fun x hx => (hd x hx).continuousWithinAt)
      (fun x hx => (hd x (interior_subset hx)).differentiableWithinAt.mono interior_subset) ?_
    intro x hx
    have hx' : x ∈ Icc 1 b := interior_subset hx
    rw [((hd x hx').hasDerivAt (mem_interior_iff_mem_nhds.mp hx)).deriv]
    exact div_nonneg (add_nonneg (sq_nonneg _) (mul_nonneg (by linarith) (sq_nonneg _)))
      (by linarith [hx'.1])
  -- therefore u² is constant
  have hsq : ∀ x ∈ Icc 1 b,
      HasDerivWithinAt (fun y => envelope ψ y * envelope ψ y) 0 (Icc 1 b) x := by
    intro x hx
    have e1 := hmono (left_mem_Icc.2 hb.le) hx hx.1
    have e2 := hmono hx (right_mem_Icc.2 hb.le) hx.2
    simp only [hl, hr, zero_mul] at e1 e2
    have h1 := (envelope_system h hx).1
    exact (h1.fun_mul h1).congr_deriv (by linear_combination (2 / x) * le_antisymm e2 e1)
  obtain ⟨x, hx, hne⟩ := h.nonzero
  have h0 := conserved hb hsq x hx
  simp only [hl, mul_zero, mul_self_eq_zero] at h0
  exact mul_ne_zero (Real.sqrt_pos.2 (by linarith [hx.1])).ne' hne h0

/-- For `b > 1`, every bound mode is a nonzero multiple of `sin(nπ log x/log b)/√x` for some
`n ≥ 1`, and its energy is `1/8 + n²π²/(2 log(b)²)`. -/
theorem mode_classification {b E : ℝ} {ψ J : ℝ → ℝ} (hb : 1 < b) (h : IsMode b E ψ J) :
    ∃ n : ℕ, 1 ≤ n ∧ E = 1 / 8 + n ^ 2 * π ^ 2 / (2 * Real.log b ^ 2) ∧
      ∃ C : ℝ, C ≠ 0 ∧ ∀ x ∈ Icc 1 b, ψ x = C * mode (n * π / Real.log b) x := by
  have hE := energy_gt hb h
  have hL : 0 < Real.log b := Real.log_pos hb
  obtain ⟨k, hk, hk2⟩ : ∃ k : ℝ, 0 < k ∧ k ^ 2 = 2 * E - 1 / 4 :=
    ⟨√(2 * E - 1 / 4), Real.sqrt_pos.2 (by linarith), Real.sq_sqrt (by linarith)⟩
  have hl : envelope ψ 1 = 0 := by rw [envelope, h.at_one, mul_zero]
  -- a conserved combination, compared at x and at the left wall, determines u(x)
  have hform : ∀ x ∈ Icc 1 b,
      k * (√x * ψ x) = envelopeSlope ψ J 1 * Real.sin (k * Real.log x) := by
    intro x hx
    have hA : ∀ y ∈ Icc 1 b, HasDerivWithinAt (fun y =>
        k * (envelope ψ y * Real.cos (k * Real.log y - k * Real.log x))
          - envelopeSlope ψ J y * Real.sin (k * Real.log y - k * Real.log x)) 0 (Icc 1 b) y := by
      intro y hy
      obtain ⟨h1, h2⟩ := envelope_system h hy
      have hy0 : y ≠ 0 := by linarith [hy.1] |> fun (h : 0 < y) => h.ne'
      have hp : HasDerivAt (fun y => k * Real.log y - k * Real.log x) (k * y⁻¹) y :=
        ((Real.hasDerivAt_log hy0).const_mul k).sub_const _
      refine (((h1.fun_mul hp.cos.hasDerivWithinAt).const_mul k).fun_sub
        (h2.fun_mul hp.sin.hasDerivWithinAt)).congr_deriv ?_
      linear_combination
        (-(envelope ψ y * Real.sin (k * Real.log y - k * Real.log x) / y)) * hk2
    have e := conserved hb hA x hx
    simp only [hl, sub_self, Real.cos_zero, Real.sin_zero, mul_one, mul_zero, sub_zero,
      Real.log_one, zero_sub, Real.sin_neg, zero_mul] at e
    rw [envelope] at e
    linear_combination e
  have hc : envelopeSlope ψ J 1 ≠ 0 := by
    intro h0
    obtain ⟨x, hx, hne⟩ := h.nonzero
    have h3 := hform x hx
    rw [h0, zero_mul] at h3
    exact mul_ne_zero hk.ne' (mul_ne_zero (Real.sqrt_pos.2 (by linarith [hx.1])).ne' hne) h3
  -- the right wall quantises k
  have hsin := hform b (right_mem_Icc.2 hb.le)
  rw [h.at_b, mul_zero, mul_zero] at hsin
  obtain ⟨n, hn⟩ := Real.sin_eq_zero_iff.mp ((mul_eq_zero.mp hsin.symm).resolve_left hc)
  have hn0 : 0 < n := by
    have h3 : (0 : ℝ) < n * π := by rw [hn]; exact mul_pos hk hL
    exact_mod_cast (mul_pos_iff_of_pos_right Real.pi_pos).1 h3
  lift n to ℕ using hn0.le
  rw [Int.cast_natCast] at hn
  have hkn : (n : ℝ) * π / Real.log b = k := by rw [div_eq_iff hL.ne', hn]
  refine ⟨n, by omega, ?_, envelopeSlope ψ J 1 / k, div_ne_zero hc hk.ne', ?_⟩
  · have h3 : (n : ℝ) ^ 2 * π ^ 2 / (2 * Real.log b ^ 2) = k ^ 2 / 2 := by
      rw [← hkn]
      ring
    linarith
  · intro x hx
    have hs : 0 < √x := Real.sqrt_pos.2 (by linarith [hx.1])
    rw [hkn, mode, div_mul_div_comm, eq_div_iff (mul_pos hk hs).ne']
    linear_combination hform x hx

/-- For `x > 0`, the wave `sin(k log x)/√x` and its flux solve the BenDaniel-Duke equation with
energy `1/8 + k²/2`. -/
theorem mode_solves (k : ℝ) {x : ℝ} (hx : 0 < x) :
    HasDerivAt (mode k) (mass x * modeFlux k x) x ∧
    HasDerivAt (modeFlux k) (-(2 * (1 / 8 + k ^ 2 / 2) * mode k x)) x := by
  have hp : HasDerivAt (fun y => k * Real.log y) (k * x⁻¹) x :=
    (Real.hasDerivAt_log hx.ne').const_mul k
  have hs := sqrt_deriv hx
  have hs0 : √x ≠ 0 := (Real.sqrt_pos.2 hx).ne'
  constructor
  · refine (hp.sin.fun_div hs hs0).congr_deriv ?_
    rw [Real.sq_sqrt hx.le]
    simp only [mass, modeFlux]
    ring
  · refine (hs.fun_mul ((hp.cos.const_mul k).fun_sub (hp.sin.div_const 2))).congr_deriv ?_
    have hr : mode k x = Real.sin (k * Real.log x) * √x / x := by
      rw [mode, div_eq_div_iff hs0 hx.ne']
      linear_combination (-Real.sin (k * Real.log x)) * Real.mul_self_sqrt hx.le
    rw [hr]
    ring

/-- For `b > 1` and mass `1/x²`, the layer `[1, b]` has a bound mode of energy `E` exactly when
`E = 1/8 + n²π²/(2 log(b)²)` for some integer `n ≥ 1`. -/
theorem spectrum_iff {b : ℝ} (hb : 1 < b) (E : ℝ) :
    (∃ ψ J, IsMode b E ψ J) ↔
      ∃ n : ℕ, 1 ≤ n ∧ E = 1 / 8 + n ^ 2 * π ^ 2 / (2 * Real.log b ^ 2) := by
  constructor
  · rintro ⟨ψ, J, h⟩
    obtain ⟨n, hn, hE, _⟩ := mode_classification hb h
    exact ⟨n, hn, hE⟩
  rintro ⟨n, hn, hE⟩
  have hL : 0 < Real.log b := Real.log_pos hb
  have hn1 : (1 : ℝ) ≤ n := by exact_mod_cast hn
  have hn0 : (0 : ℝ) < n := by linarith
  obtain ⟨k, hk⟩ : ∃ k : ℝ, k = n * π / Real.log b := ⟨_, rfl⟩
  have hEk : E = 1 / 8 + k ^ 2 / 2 := by rw [hE, hk]; ring
  have hpos : ∀ x ∈ Icc 1 b, 0 < x := fun x hx => by linarith [hx.1]
  refine ⟨mode k, modeFlux k, ?_, fun x hx => (mode_solves k (hpos x hx)).1.hasDerivWithinAt,
    fun x hx => ?_, ?_, ?_, ?_⟩
  · intro x hx
    have hx0 := hpos x hx
    have hlog : ContDiffAt ℝ 2 Real.log x := Real.contDiffAt_log.2 hx0.ne'
    have hsq : ContDiffAt ℝ 2 Real.sqrt x := Real.contDiffAt_sqrt hx0.ne'
    have hp : ContDiffAt ℝ 2 (fun y => k * Real.log y) x := contDiffAt_const.mul hlog
    exact (hp.sin.div hsq (Real.sqrt_pos.2 hx0).ne').contDiffWithinAt
  · rw [hEk]
    exact (mode_solves k (hpos x hx)).2.hasDerivWithinAt
  · rw [mode, Real.log_one, mul_zero, Real.sin_zero, zero_div]
  · rw [mode, hk, div_mul_cancel₀ _ hL.ne', Real.sin_nat_mul_pi, zero_div]
  · -- the point where the phase equals π/2
    refine ⟨Real.exp (Real.log b / (2 * n)), ⟨Real.one_le_exp (by positivity), ?_⟩, ?_⟩
    · calc Real.exp (Real.log b / (2 * n)) ≤ Real.exp (Real.log b) :=
            Real.exp_le_exp.2 (div_le_self hL.le (by linarith))
        _ = b := Real.exp_log (by linarith)
    · have h3 : k * (Real.log b / (2 * n)) = π / 2 := by
        rw [hk]
        field_simp
      rw [mode, Real.log_exp, h3, Real.sin_pi_div_two]
      exact div_ne_zero one_ne_zero (Real.sqrt_pos.2 (Real.exp_pos _)).ne'

end

end BenDanielDukeLogWell
```

```lean
#print axioms BenDanielDukeLogWell.mode_solves
#print axioms BenDanielDukeLogWell.spectrum_iff
```

```
'BenDanielDukeLogWell.mode_solves' depends on axioms: [propext, Classical.choice, Quot.sound]
'BenDanielDukeLogWell.spectrum_iff' depends on axioms: [propext, Classical.choice, Quot.sound]
```

## What `IsMode` and the two main theorems say

`IsMode b E ψ J` describes a bound mode of real energy `E`. The field `smooth` says that `ψ` is $C^2$ on the closed layer `Icc 1 b`. The fields `wave` and `flux` are the equations $\psi'=mJ$ and $J'=-2E\psi$; `HasDerivWithinAt` makes the derivatives one-sided at the walls. The remaining fields are the two wall conditions and a point of the layer where `ψ` is nonzero. Values outside the layer play no role.

Two names differ from common use. The flux `J` is $\psi'/m$, not the probability current, which is zero for a real wave function. The function called `envelope` is the rescaled $u$, whereas in k.p theory the envelope function is $\psi$ itself.

`spectrum_iff` states that, for `b > 1`, some pair `ψ`, `J` forms a mode of energy `E` if and only if `E` has the displayed form with a natural number `n ≥ 1`. `mode_classification` starts from a given mode and also returns its shape, with a nonzero constant `C`. The function `mode` is unnormalised.

## How the lemmas carry the argument

`sqrt_deriv` supplies the derivative of $\sqrt x$, and `envelope_system` applies the product rule to obtain the equations for $u$ and $p$. `conserved` turns a zero derivative on the layer into equality with the value at the left wall.

In `energy_gt`, `hmono` is the monotonicity of $up$. The inequalities `e1` and `e2` squeeze this product to zero, and `conserved` then handles $u^2$. In `mode_classification`, `hA` is the vanishing derivative of $A(y)$ and `hform` the resulting formula for $u$. `Real.sin_eq_zero_iff` yields an integer, which is shown to be positive and converted to a natural number.

`mode_solves` is the direct differentiation, valid for every real `k` and every `x > 0`. `spectrum_iff` takes its forward direction from `mode_classification`; for the converse it combines `mode_solves` with smoothness, the wall values and the point of phase $\pi/2$.

## Hard walls, and the limits of the model

The right wall condition is needed for the lower bound on the energy. Without $\psi(b)=0$, take $\psi=1-1/x$, $J=1$ and $E=0$. Then $\psi'=1/x^2=mJ$, $J'=0$ and $\psi(1)=0$, so all the other conditions hold, yet $E<1/8$.

BenDaniel and Duke's names are also attached to the matching of $\psi$ and $\psi'/m$ at a junction between materials. This layer has no internal junction: the theorems use their kinetic operator with a smooth mass. Whether a real graded structure is well described by a single flat band with this mass profile and impenetrable walls is a separate question, which the theorems do not address.

The theorems settle which energies admit a classical $C^2$ solution and what each solution looks like. They make no statement about completeness of the modes or the error of a discretisation; the grid matrix, normalisation and units given earlier are ordinary algebra added to the checked results.
